# The SCAN switch falls smoothly from 1 through 0 towards −d

If the switch that mixes two energy formulas in a density functional jumped at a = 1, the energy density would in general jump wherever the iso-orbital indicator a passes through 1, and if it turned back, different values of a would receive the same weight. For positive parameters c1, c2 and d the SCAN switch does neither: it is smooth and strictly decreasing, starts from 1 at a = 0, and tends to −d as a grows.

```lean
import Mathlib

open Filter Topology Set

namespace ScanSwitch

noncomputable section

/-- The SCAN switching function of the iso-orbital indicator `a`, with parameters
`c1`, `c2` and `d`. -/
def scanSwitch (c1 c2 d a : ℝ) : ℝ :=
  if a < 1 then Real.exp (-c1 * a / (1 - a))
  else if a = 1 then 0
  else -d * Real.exp (c2 / (1 - a))

/-- The branch of the switch below `a = 1`. -/
theorem scanSwitch_of_lt (c1 c2 d : ℝ) {a : ℝ} (ha : a < 1) :
    scanSwitch c1 c2 d a = Real.exp (-c1 * a / (1 - a)) := by
  unfold scanSwitch
  rw [if_pos ha]

/-- The branch of the switch above `a = 1`. -/
theorem scanSwitch_of_gt (c1 c2 d : ℝ) {a : ℝ} (ha : 1 < a) :
    scanSwitch c1 c2 d a = -d * Real.exp (c2 / (1 - a)) := by
  unfold scanSwitch
  rw [if_neg (not_lt_of_ge ha.le), if_neg ha.ne']

/-- For positive `c1` and `c2` the switch is a combination of two copies of the function that equals
`exp (-1/x)` for `x > 0` and zero otherwise, one for each side of `a = 1`. -/
theorem scanSwitch_eq_glue {c1 c2 : ℝ} (h1 : 0 < c1) (h2 : 0 < c2) (d a : ℝ) :
    scanSwitch c1 c2 d a = Real.exp c1 * expNegInvGlue ((1 - a) / c1)
      - d * expNegInvGlue ((a - 1) / c2) := by
  have glue : ∀ x : ℝ, 0 < x → expNegInvGlue x = Real.exp (-x⁻¹) := by
    intro x hx
    unfold expNegInvGlue
    exact if_neg (not_le_of_gt hx)
  rcases lt_trichotomy a 1 with ha | ha | ha
  · have hp : 0 < 1 - a := by linarith
    have hq : (a - 1) / c2 ≤ 0 := div_nonpos_of_nonpos_of_nonneg (by linarith) h2.le
    rw [scanSwitch_of_lt c1 c2 d ha, expNegInvGlue.zero_of_nonpos hq,
      glue _ (div_pos hp h1), mul_zero, sub_zero, ← Real.exp_add, inv_div]
    -- the exponent is c1 - c1 / (1 - a)
    congr 1
    have hne : 1 - a ≠ 0 := hp.ne'
    field_simp
    ring
  · subst ha
    simp [scanSwitch, expNegInvGlue.zero_of_nonpos le_rfl]
  · have hp : 0 < a - 1 := by linarith
    have hq : (1 - a) / c1 ≤ 0 := div_nonpos_of_nonpos_of_nonneg (by linarith) h1.le
    rw [scanSwitch_of_gt c1 c2 d ha, expNegInvGlue.zero_of_nonpos hq,
      glue _ (div_pos hp h2), inv_div, show 1 - a = -(a - 1) by ring, div_neg]
    ring

/-- For positive `c1` and `c2` the switch is smooth to every order on the whole line, including at
`a = 1`. -/
theorem scanSwitch_contDiff {c1 c2 : ℝ} (h1 : 0 < c1) (h2 : 0 < c2) (d : ℝ) (n : ℕ∞) :
    ContDiff ℝ n (scanSwitch c1 c2 d) := by
  have hu : ContDiff ℝ n (fun a : ℝ => (1 - a) / c1) := by fun_prop
  have hv : ContDiff ℝ n (fun a : ℝ => (a - 1) / c2) := by fun_prop
  rw [funext (scanSwitch_eq_glue h1 h2 d)]
  exact (contDiff_const.mul (expNegInvGlue.contDiff.comp hu)).sub
    (contDiff_const.mul (expNegInvGlue.contDiff.comp hv))

/-- For positive `c1` and `c2` the switch vanishes faster than any power of `a - 1` as `a`
approaches 1. -/
theorem scanSwitch_flat {c1 c2 : ℝ} (h1 : 0 < c1) (h2 : 0 < c2) (d : ℝ) (n : ℕ) :
    Tendsto (fun a => scanSwitch c1 c2 d a / (a - 1) ^ n) (𝓝[≠] 1) (𝓝 0) := by
  have key : Tendsto (fun x : ℝ => (x⁻¹) ^ n * expNegInvGlue x) (𝓝 0) (𝓝 0) := by
    simpa using expNegInvGlue.tendsto_polynomial_inv_mul_zero (Polynomial.X ^ n)
  have hu : Tendsto (fun a : ℝ => (1 - a) / c1) (𝓝[≠] 1) (𝓝 0) := by
    have hc : Continuous (fun a : ℝ => (1 - a) / c1) := by fun_prop
    exact (hc.tendsto' 1 0 (by simp)).mono_left nhdsWithin_le_nhds
  have hv : Tendsto (fun a : ℝ => (a - 1) / c2) (𝓝[≠] 1) (𝓝 0) := by
    have hc : Continuous (fun a : ℝ => (a - 1) / c2) := by fun_prop
    exact (hc.tendsto' 1 0 (by simp)).mono_left nhdsWithin_le_nhds
  have L := ((key.comp hu).const_mul (Real.exp c1 * (-1 / c1) ^ n)).sub
    ((key.comp hv).const_mul (d * (1 / c2) ^ n))
  rw [mul_zero, mul_zero, sub_zero] at L
  refine L.congr' ?_
  filter_upwards [self_mem_nhdsWithin] with a ha
  have hne : a - 1 ≠ 0 := sub_ne_zero.2 ha
  -- rescale the powers of the two arguments to powers of a - 1
  have p1 : (-1 / c1) ^ n * (((1 - a) / c1)⁻¹) ^ n = ((a - 1)⁻¹) ^ n := by
    rw [← mul_pow, show 1 - a = -(a - 1) by ring]
    congr 1
    field_simp
  have p2 : (1 / c2) ^ n * (((a - 1) / c2)⁻¹) ^ n = ((a - 1)⁻¹) ^ n := by
    rw [← mul_pow]
    congr 1
    field_simp
  simp only [Function.comp_apply]
  have hdiv : ∀ X : ℝ, X / (a - 1) ^ n = X * ((a - 1)⁻¹) ^ n := by
    intro X
    rw [inv_pow, div_eq_mul_inv]
  have alg : ∀ E A U G D B V H W : ℝ, A * U = W → B * V = W →
      E * A * (U * G) - D * B * (V * H) = (E * G - D * H) * W := by
    intro E A U G D B V H W p q
    linear_combination E * G * p - D * H * q
  rw [scanSwitch_eq_glue h1 h2, hdiv]
  exact alg _ _ _ _ _ _ _ _ _ p1 p2

/-- For positive parameters the switch is strictly decreasing on the whole real line. -/
theorem scanSwitch_strictAnti {c1 c2 d : ℝ} (h1 : 0 < c1) (h2 : 0 < c2) (hd : 0 < d) :
    StrictAnti (scanSwitch c1 c2 d) := by
  have one : scanSwitch c1 c2 d 1 = 0 := by simp [scanSwitch]
  have pos : ∀ a < 1, 0 < scanSwitch c1 c2 d a := by
    intro a ha
    rw [scanSwitch_of_lt c1 c2 d ha]
    exact Real.exp_pos _
  have neg : ∀ a > 1, scanSwitch c1 c2 d a < 0 := by
    intro a ha
    rw [scanSwitch_of_gt c1 c2 d ha]
    have := mul_pos hd (Real.exp_pos (c2 / (1 - a)))
    linarith
  intro a b hab
  rcases lt_trichotomy b 1 with hb | hb | hb
  · -- both points below 1: compare exponents
    rw [scanSwitch_of_lt c1 c2 d hb, scanSwitch_of_lt c1 c2 d (hab.trans hb)]
    apply Real.exp_lt_exp.2
    rw [div_lt_div_iff₀ (by linarith) (by linarith)]
    nlinarith [mul_pos h1 (sub_pos.2 hab)]
  · subst hb
    rw [one]
    exact pos a hab
  · rcases lt_trichotomy a 1 with ha | ha | ha
    · exact (neg b hb).trans (pos a ha)
    · subst ha
      rw [one]
      exact neg b hb
    · -- both points above 1
      rw [scanSwitch_of_gt c1 c2 d hb, scanSwitch_of_gt c1 c2 d ha]
      have h : c2 / (b - 1) < c2 / (a - 1) :=
        div_lt_div_of_pos_left h2 (by linarith) (by linarith)
      have he : Real.exp (c2 / (1 - a)) < Real.exp (c2 / (1 - b)) := by
        apply Real.exp_lt_exp.2
        rw [← neg_sub a 1, ← neg_sub b 1, div_neg, div_neg]
        linarith
      nlinarith [mul_pos hd (sub_pos.2 he)]

/-- The switch tends to `-d` as the iso-orbital indicator grows without bound. -/
theorem scanSwitch_tendsto (c1 c2 d : ℝ) :
    Tendsto (scanSwitch c1 c2 d) atTop (𝓝 (-d)) := by
  have h : Tendsto (fun a : ℝ => -c2 / (a + -1)) atTop (𝓝 0) :=
    (tendsto_atTop_add_const_right atTop (-1) tendsto_id).const_div_atTop (-c2)
  have L := ((Real.continuous_exp.tendsto 0).comp h).const_mul (-d)
  rw [Real.exp_zero, mul_one] at L
  refine L.congr' ?_
  filter_upwards [eventually_gt_atTop 1] with a ha
  rw [scanSwitch_of_gt c1 c2 d ha, Function.comp_apply,
    show 1 - a = -(a + -1) by ring, div_neg, neg_div]

/-- For positive parameters the SCAN switch is continuous, strictly decreasing on `a ≥ 0`,
equal to 1 at `a = 0`, and tends to `-d` as `a` goes to infinity. -/
theorem scanSwitch_main {c1 c2 d : ℝ} (h1 : 0 < c1) (h2 : 0 < c2) (hd : 0 < d) :
    Continuous (scanSwitch c1 c2 d) ∧ StrictAntiOn (scanSwitch c1 c2 d) (Ici 0) ∧
      scanSwitch c1 c2 d 0 = 1 ∧ Tendsto (scanSwitch c1 c2 d) atTop (𝓝 (-d)) :=
  ⟨(scanSwitch_contDiff h1 h2 d 0).continuous,
    (scanSwitch_strictAnti h1 h2 hd).strictAntiOn _,
    by simp [scanSwitch], scanSwitch_tendsto c1 c2 d⟩

/-- On `a ≥ 0` the values of the switch are exactly the numbers above `-d` and up to 1. -/
theorem scanSwitch_range {c1 c2 d : ℝ} (h1 : 0 < c1) (h2 : 0 < c2) (hd : 0 < d) :
    scanSwitch c1 c2 d '' Ici 0 = Ioc (-d) 1 := by
  obtain ⟨hc, -, h0, hl⟩ := scanSwitch_main h1 h2 hd
  have hs := scanSwitch_strictAnti h1 h2 hd
  apply Subset.antisymm
  · rintro y ⟨a, ha, rfl⟩
    constructor
    · exact (hs.antitone.le_of_tendsto hl (a + 1)).trans_lt (hs (by linarith))
    · rw [← h0]
      exact hs.antitone ha
  · intro y hy
    -- far out the switch lies below y, so y is attained in between
    obtain ⟨b, hb, hb0⟩ :=
      ((hl.eventually_lt_const hy.1).and (eventually_ge_atTop 0)).exists
    obtain ⟨a, ha, hay⟩ := intermediate_value_Icc' hb0 hc.continuousOn
      ⟨hb.le, by rw [h0]; exact hy.2⟩
    exact ⟨a, ha.1, hay⟩

end

end ScanSwitch
```

```lean
#print axioms ScanSwitch.scanSwitch_flat
-- 'ScanSwitch.scanSwitch_flat' depends on axioms: [propext, Classical.choice, Quot.sound]
#print axioms ScanSwitch.scanSwitch_main
-- 'ScanSwitch.scanSwitch_main' depends on axioms: [propext, Classical.choice, Quot.sound]
#print axioms ScanSwitch.scanSwitch_range
-- 'ScanSwitch.scanSwitch_range' depends on axioms: [propext, Classical.choice, Quot.sound]
```

## From the kinetic energy density to a real number

The switch is a function f of one real variable a:

f(a) = exp(−c1 a/(1 − a)) for a < 1

f(1) = 0

f(a) = −d exp(c2/(1 − a)) for a > 1

In Lean this is `scanSwitch c1 c2 d a`, with all four arguments real numbers. The parameters c1 and c2 set how quickly the switch changes on the two sides of a = 1, and d sets how far it goes below zero. Their positivity is assumed, through the hypotheses `h1`, `h2` and `hd`. It stands for the design of the switch: weight is to fade as a rises towards 1, and beyond 1 the switch is to extrapolate with the opposite sign.

In a calculation, a is computed from the orbitals. For a spin-unpolarised density n in Hartree atomic units,

a = (τ − τ_W)/τ_unif

Here τ = ½ Σ|∇φ|², summed over the occupied spin orbitals φ, is the kinetic energy density, τ_W = |∇n|²/(8n) is the value it would have if a single real orbital shape carried the whole density, and τ_unif is the value for a uniform electron gas of density n. Since τ ≥ τ_W, the physical range is a ≥ 0. The value 0 marks a single-orbital region and the value 1 is that of the uniform gas. Large values occur where closed shells overlap weakly.

SCAN uses the switch to combine an expression e0, built for single-orbital regions, with an expression e1, built for slowly varying densities. Exchange and correlation each use a switch of this form, with their own values of c1, c2 and d. Apart from a further common factor in the exchange part, the combination has the form

e = e1 + f(a) (e0 − e1)

At a = 0 this is e0, at a = 1 it is e1, and for large a it approaches e1 − d(e0 − e1), an extrapolation beyond e1. In the exchange part e1 itself also depends on a, so the decrease of f does not by itself make e monotone in a. The result therefore bears on how a meta-GGA passes between bonding regimes, but only through the one-variable switch: the density, the orbitals and the expressions e0 and e1 do not occur in the Lean code, and neither do the exact constraints that the full SCAN functional is built to satisfy.

## What the theorems state

`scanSwitch_main` takes c1, c2, d > 0 and gives four facts: f is continuous on the whole real line, it is strictly decreasing on a ≥ 0 (`StrictAntiOn` on `Ici 0`), f(0) = 1, and f(a) → −d as a → ∞ (`atTop`).

Other theorems go further. The first two in this list need only c1, c2 > 0, and the last two need c1, c2, d > 0:

- `scanSwitch_contDiff` states that f is n times continuously differentiable on the whole line for every n in `ℕ∞`, which covers each finite order and infinite order.
- `scanSwitch_flat` states that f(a)/(a − 1)ⁿ → 0 for every natural number n as a → 1 with a ≠ 1. That restriction on a is the meaning of `𝓝[≠] 1`.
- `scanSwitch_strictAnti` extends the strict decrease to all real a. This also covers slightly negative values of a, which rounding can produce in a program.
- `scanSwitch_range` states that the values of f on a ≥ 0 are exactly the numbers y with −d < y ≤ 1. The limit −d is approached and never reached.

None of these statements bounds the size of the derivatives. A smooth switch can still vary rapidly on the scale of an integration grid.

## One function for both sides of a = 1

The two exponentials look different, but both come from the function

g(x) = exp(−1/x) for x > 0, and g(x) = 0 for x ≤ 0

which Mathlib calls `expNegInvGlue`. For a < 1, write a = 1 − (1 − a) in the numerator of the exponent:

−c1 a/(1 − a) = −c1/(1 − a) + c1

Hence f(a) = exp(c1) exp(−c1/(1 − a)), which is exp(c1) g((1 − a)/c1). For a > 1 the exponent is

c2/(1 − a) = −c2/(a − 1)

so f(a) = −d g((a − 1)/c2). On each side of 1 the argument belonging to the other side is negative and its g vanishes. At a = 1 both vanish. One formula therefore holds everywhere:

f(a) = exp(c1) g((1 − a)/c1) − d g((a − 1)/c2)

This is `scanSwitch_eq_glue`. Its proof splits into a < 1, a = 1 and a > 1 with `lt_trichotomy`, removes the vanishing term in each case, and checks the exponent identity with `field_simp` and `ring`. The short lemmas `scanSwitch_of_lt` and `scanSwitch_of_gt` select the branch.

## Smoothness and flatness at the join

For x > 0, every derivative of g has the form P(1/x) exp(−1/x) with a polynomial P. Put t = 1/x. As x falls to 0, t grows without bound, and P(t) exp(−t) → 0 because the exponential beats any polynomial. The difference quotient at 0 only adds one more factor t, so it also tends to 0. By induction all derivatives of g at 0 exist and equal 0, which matches the zero function on the left. Thus g is smooth, and f, a combination of g with linear functions of a, is smooth too. `scanSwitch_contDiff` follows the same route: it takes the smoothness of g from Mathlib and composes, multiplies by constants and subtracts.

Flatness comes from the same comparison. Below 1, with t = 1/(1 − a),

|f(a)|/|a − 1|ⁿ = exp(c1) tⁿ exp(−c1 t) → 0

Above 1, with t = 1/(a − 1),

|f(a)|/|a − 1|ⁿ = |d| tⁿ exp(−c2 t) → 0

The Lean proof treats both sides together. Its statement `key` says that (1/x)ⁿ g(x) → 0 as x → 0. It applies this to x = (1 − a)/c1 and to x = (a − 1)/c2, and the identities `p1` and `p2` turn the powers of these arguments into powers of a − 1.

## Why the switch never turns back

Take a < b. If both lie below 1, the exponent at b minus the exponent at a is

c1/(1 − a) − c1/(1 − b) = −c1 (b − a)/((1 − a)(1 − b)) < 0

so f(b) < f(a). If both lie above 1, the corresponding difference is

c2/(1 − b) − c2/(1 − a) = c2 (b − a)/((a − 1)(b − 1)) > 0

The exponential grows, and the factor −d makes f decrease. In the remaining cases the signs decide, since f is positive below 1, zero at 1 and negative above 1.

`scanSwitch_strictAnti` contains exactly these cases. The facts `pos`, `one` and `neg` record the signs, and `Real.exp_lt_exp` reduces a comparison of exponentials to one of exponents. Below 1, `div_lt_div_iff₀` clears the positive denominators and `nlinarith` finishes from c1(b − a) > 0.

## The limit and the values in between

As a → ∞, c2/(1 − a) → 0, so the exponential tends to 1 and f(a) → −d. `scanSwitch_tendsto` proves this for all real parameters, using the continuity of the exponential at 0 and the fact that only the branch a > 1 matters far out. `scanSwitch_main` then collects continuity, monotonicity, the value at 0 and this limit.

For the range, a decreasing function stays at or above its limit, so f(a + 1) ≥ −d. Strict decrease gives f(a) > f(a + 1), and hence f(a) > −d. For a ≥ 0 it also gives f(a) ≤ f(0) = 1. Conversely, let −d < y ≤ 1. Because f tends to −d, there is some b ≥ 0 with f(b) < y. Since f(0) = 1 ≥ y, the intermediate value theorem gives a point a between 0 and b with f(a) = y. `scanSwitch_range` proves the two inclusions in this way, using `intermediate_value_Icc'` for the second.

## Values for c1 = c2 = 1 and d = 2

These parameters are chosen for easy arithmetic and are not those of SCAN.

- f(0) = exp(0) = 1
- f(0.5) = exp(−1) ≈ 0.368
- f(0.9) = exp(−9) ≈ 0.00012
- f(1) = 0
- f(1.1) = −2 exp(−10) ≈ −0.00009
- f(2) = −2 exp(−1) ≈ −0.736
- f(3) = −2 exp(−0.5) ≈ −1.213
- f(101) = −2 exp(−0.01) ≈ −1.980

The values decrease throughout, are very small near a = 1, and approach −2 slowly. To find where f equals −1, solve exp(−1/(a − 1)) = 1/2, which gives a = 1 + 1/ln 2 ≈ 2.443.

## Evaluating the switch on a grid

A program computes a at each grid point, chooses the branch, and inserts f(a) into the energy density. The functional derivative also needs the slope of f, which follows by differentiating each branch:

f′(a) = −c1 f(a)/(1 − a)² for a < 1

f′(a) = c2 f(a)/(1 − a)² for a > 1

At a = 1 both formulas divide by zero, while the correct slope is 0, as flatness with n = 1 shows. The code should therefore set f and f′ to zero there explicitly.

Vectorised code needs care as well. If it evaluates both branches at every point and multiplies the unwanted one by zero, the lower branch can overflow for a just above 1 and the upper branch for a just below 1, where their exponents are large and positive. Infinity times zero then gives NaN. Choosing the branch before taking the exponential prevents this.
